# Fluctuation bond order and Wiberg index of two-site H₂: \(1-\sin 2t\le\cos^2 2t\) for \(0\le t\le\pi/4\)

A bond-order routine can return minus twice the covariance of the electron numbers on two different sites, or the squared density-matrix element between them. For two electrons in one normalised orbital over orthonormal sites the two numbers are equal, so a code validated only on such states cannot tell which one it computes. On a correlated wave function they can differ: a consistency check that demands agreement may then fail on a correct code, and a routine that returns one index under the name of the other, if tested only where the two agree, gives wrong values unnoticed. A two-configuration state of H₂ with one orbital per atom gives both values in closed form.

## The two indices and the gap between them

Take orthonormal site orbitals, one spin-up and one spin-down electron, and a real amplitude \(\psi_{ij}\) for the up electron on site \(i\) and the down electron on site \(j\), with scalar product \(\langle\varphi,\psi\rangle=\sum_{ij}\varphi_{ij}\psi_{ij}\). The spin-summed operator that moves an electron from site \(q\) to site \(p\) acts, with \(\delta\) the Kronecker symbol, as
\[ (E_{pq}\psi)_{ij}=\delta_{ip}\,\psi_{qj}+\delta_{jp}\,\psi_{iq}. \]
The number operator of site \(A\) is \(n_A=E_{AA}\), and the density matrix is \(P_{pq}=\langle\psi,E_{pq}\psi\rangle\), so \(\langle n_A\rangle=P_{AA}\) for normalised \(\psi\). The fluctuation bond order and the Wiberg index of sites \(A\) and \(B\) are
\[ F_{AB}=-2\left(\langle n_An_B\rangle-\langle n_A\rangle\langle n_B\rangle\right),\qquad W_{AB}=P_{AB}^2 . \]
For H₂ the sites are 0 and 1, the bonding and antibonding orbitals are \(g=(1,1)/\sqrt2\) and \(u=(1,-1)/\sqrt2\), and the state with mixing angle \(t\) is \(\psi_{ij}=\cos t\,g_ig_j-\sin t\,u_iu_j\). For every real \(t\),
\[ F_{01}=1-\sin 2t,\qquad W_{01}=\cos^2 2t,\qquad W_{01}-F_{01}=\sin 2t\,(1-\sin 2t). \]
Hence \(F_{01}\le W_{01}\) exactly when \(\sin 2t\ge0\), and on \([0,\pi/4]\) equality holds only at the two ends. The interval runs from the closed shell \(gg\), where both indices are 1, to the purely covalent state with one electron on each site, where both are 0. The signed gap \(W_{01}-F_{01}\) never exceeds \(1/4\) and equals \(1/4\) at \(t=\pi/12\); where \(\sin 2t<0\) it is negative, reaching \(-2\) at \(t=-\pi/4\).

## Reference values for population-analysis code

\(W\) needs the one-particle density matrix alone, whereas \(F\) needs the pair quantity \(\langle n_An_B\rangle\). A routine that replaces this by the factorised form \(P_{AA}P_{BB}-\tfrac12P_{AB}^2\) returns \(W_{AB}\) identically, and in this two-site, one-parameter model it then overestimates \(F_{01}\) everywhere inside the interval. The ends \(t=0\) and \(t=\pi/4\) do not expose the substitution; \(t=\pi/12\), with \(F_{01}=1/2\) and \(W_{01}=3/4\), does. The sign of the \(uu\) coefficient is also visible: \(t\to-t\) leaves \(W_{01}\) unchanged and turns \(F_{01}\) into \(1+\sin 2t\).

## From amplitudes to closed forms

Inserting \(E_{pq}\) into \(P_{pq}\) and carrying out the Kronecker sums gives
\[ P_{pq}=\sum_j\psi_{pj}\psi_{qj}+\sum_i\psi_{ip}\psi_{iq}. \]
The operator \(n_A\) multiplies \(\psi_{ij}\) by \(\delta_{iA}+\delta_{jA}\). For \(A\ne B\) the products \(\delta_{iA}\delta_{iB}\) and \(\delta_{jA}\delta_{jB}\) vanish, and the two cross terms leave
\[ \langle n_An_B\rangle=\psi_{AB}^2+\psi_{BA}^2 . \]

For a closed shell \(\psi_{ij}=\phi_i\phi_j\) built on an orbital \(\phi\) with \(\sum_i\phi_i^2=1\), each sum in \(P_{pq}\) is \(\phi_p\phi_q\), so \(P_{pq}=2\phi_p\phi_q\). Then \(\langle n_An_B\rangle=2\phi_A^2\phi_B^2\) and \(P_{AA}P_{BB}=4\phi_A^2\phi_B^2\), which gives \(F_{AB}=4\phi_A^2\phi_B^2=W_{AB}\).

On two sites let the ionic amplitudes be \(\psi_{00}=\psi_{11}=a\) and the covalent ones \(\psi_{01}=\psi_{10}=b\), with norm \(2a^2+2b^2=1\). Then \(P_{00}=P_{11}=2(a^2+b^2)=1\), \(P_{01}=2ab+2ab=4ab\) and \(\langle n_0n_1\rangle=2b^2\), so
\[ F_{01}=-2(2b^2-1)=2-4b^2=4a^2 . \]

All four entries of \(g_ig_j\) are \(1/2\), while \(u_iu_j\) is \(1/2\) for \(i=j\) and \(-1/2\) otherwise. Therefore \(a=(\cos t-\sin t)/2\), \(b=(\cos t+\sin t)/2\), and \(2a^2+2b^2=\cos^2t+\sin^2t=1\). It follows that \(4a^2=1-2\sin t\cos t=1-\sin 2t\) and \(4ab=\cos^2t-\sin^2t=\cos 2t\). With \(s=\sin 2t\), the gap is \((1-s^2)-(1-s)=s(1-s)\).

If \(s\ge0\) the gap is non-negative because \(s\le1\); conversely \(s-s^2\ge0\) gives \(s\ge s^2\ge0\). Since \(b^2-a^2=s/2\), the condition says that the covalent weight is at least the ionic weight. For \(2t\in[0,\pi/2]\) we have \(s\ge0\), and the gap vanishes only for \(s=0\) or \(s=1\), that is \(t=0\) or \(t=\pi/4\), because sine is one-to-one on \([-\pi/2,\pi/2]\). Finally \(s(1-s)=\tfrac14-(s-\tfrac12)^2\le\tfrac14\), with \(s=\tfrac12\) at \(t=\pi/12\).

## Operators, states and theorems in Lean

```lean
import Mathlib

open Real Finset

namespace FluctuationBondOrder

noncomputable section

variable {ι : Type*} [Fintype ι] [DecidableEq ι]

/-- Scalar product of two-electron amplitudes; `ψ i j` has the spin-up electron on site `i`
and the spin-down electron on site `j`. -/
def overlap (φ ψ : ι → ι → ℝ) : ℝ := ∑ i, ∑ j, φ i j * ψ i j

/-- Spin-summed operator `E_pq`, moving either electron from site `q` to site `p`;
`E_AA` is the electron number operator of site `A`. -/
def excite (p q : ι) (ψ : ι → ι → ℝ) : ι → ι → ℝ :=
  fun i j => (if i = p then ψ q j else 0) + (if j = p then ψ i q else 0)

/-- Spin-summed one-particle density matrix `P_pq = ⟨ψ, E_pq ψ⟩`. -/
def density (ψ : ι → ι → ℝ) (p q : ι) : ℝ := overlap ψ (excite p q ψ)

/-- Expectation value `⟨n_A n_B⟩` of the product of two site electron numbers. -/
def pairNumber (ψ : ι → ι → ℝ) (A B : ι) : ℝ := overlap ψ (excite A A (excite B B ψ))

/-- Fluctuation bond order: minus twice the covariance `⟨n_A n_B⟩ - ⟨n_A⟩⟨n_B⟩`. -/
def fluctuationBO (ψ : ι → ι → ℝ) (A B : ι) : ℝ :=
  -2 * (pairNumber ψ A B - density ψ A A * density ψ B B)

/-- Wiberg index `P_AB²` between two orthonormal site orbitals. -/
def wiberg (ψ : ι → ι → ℝ) (A B : ι) : ℝ := density ψ A B ^ 2

/-- Closed-shell configuration with both electrons in the orbital `φ`. -/
def doubly (φ : ι → ℝ) : ι → ι → ℝ := fun i j => φ i * φ j

/-- Bonding orbital `g = (1, 1)/√2` of two-site H2. -/
def gerade : Fin 2 → ℝ := ![(√2)⁻¹, (√2)⁻¹]

/-- Antibonding orbital `u = (1, -1)/√2` of two-site H2. -/
def ungerade : Fin 2 → ℝ := ![(√2)⁻¹, -(√2)⁻¹]

/-- The two-configuration state `cos t · gg - sin t · uu` of two-site H2. -/
def h2State (t : ℝ) : Fin 2 → Fin 2 → ℝ :=
  fun i j => cos t * doubly gerade i j - sin t * doubly ungerade i j

/-- The density matrix is the sum of the spin-up and spin-down contractions of the amplitude. -/
theorem density_eq (ψ : ι → ι → ℝ) (p q : ι) :
    density ψ p q = ∑ j, ψ p j * ψ q j + ∑ i, ψ i p * ψ i q := by
  simp only [density, overlap, excite, mul_add, Finset.sum_add_distrib, mul_ite, mul_zero]
  rw [Finset.sum_comm]
  simp only [Finset.sum_ite_eq', Finset.mem_univ, if_true]

/-- For two different sites, `⟨n_A n_B⟩` is the weight of the configurations with one electron
on each of them. -/
theorem pairNumber_eq (ψ : ι → ι → ℝ) {A B : ι} (hAB : A ≠ B) :
    pairNumber ψ A B = ψ A B * ψ A B + ψ B A * ψ B A := by
  simp only [pairNumber, overlap, excite, hAB, if_false, zero_add, add_zero, mul_add,
    Finset.sum_add_distrib, mul_ite, mul_zero]
  rw [Finset.sum_comm]
  simp only [Finset.sum_ite_eq', Finset.mem_univ, if_true]

/-- For a doubly occupied normalised orbital on any number of sites, the fluctuation bond order
between two different sites equals the Wiberg index. -/
theorem closedShell_eq (φ : ι → ℝ) (hφ : ∑ i, φ i ^ 2 = 1) {A B : ι} (hAB : A ≠ B) :
    fluctuationBO (doubly φ) A B = wiberg (doubly φ) A B := by
  -- the density matrix is `2 φ φᵀ`
  have hP : ∀ p q, density (doubly φ) p q = 2 * (φ p * φ q) := by
    intro p q
    calc density (doubly φ) p q = 2 * (φ p * φ q) * ∑ j, φ j ^ 2 := by
          rw [density_eq, ← Finset.sum_add_distrib, Finset.mul_sum]
          refine Finset.sum_congr rfl fun j _ => ?_
          simp only [doubly]
          ring
      _ = 2 * (φ p * φ q) := by rw [hφ, mul_one]
  rw [fluctuationBO, wiberg, pairNumber_eq _ hAB, hP, hP, hP]
  simp only [doubly]
  ring

/-- A normalised two-site state with both ionic amplitudes `a` and both covalent amplitudes `b`
has fluctuation bond order `4a²` and off-diagonal density `4ab`. -/
theorem twoSite_symmetric (ψ : Fin 2 → Fin 2 → ℝ) (a b : ℝ) (h00 : ψ 0 0 = a) (h11 : ψ 1 1 = a)
    (h01 : ψ 0 1 = b) (h10 : ψ 1 0 = b) (hn : overlap ψ ψ = 1) :
    fluctuationBO ψ 0 1 = 4 * a ^ 2 ∧ density ψ 0 1 = 4 * (a * b) := by
  have h : (0 : Fin 2) ≠ 1 := by decide
  simp only [overlap, Fin.sum_univ_two, h00, h11, h01, h10] at hn
  rw [fluctuationBO, pairNumber_eq _ h]
  simp only [density_eq, Fin.sum_univ_two, h00, h11, h01, h10]
  constructor
  · linear_combination 2 * (2 * a ^ 2 + 2 * b ^ 2) * hn
  · ring

/-- The state `h2State t` has ionic amplitudes `(cos t - sin t)/2`, covalent amplitudes `(cos t +
sin t)/2`, and norm one. -/
theorem h2State_amplitudes (t : ℝ) :
    h2State t 0 0 = (cos t - sin t) / 2 ∧ h2State t 1 1 = (cos t - sin t) / 2 ∧
    h2State t 0 1 = (cos t + sin t) / 2 ∧ h2State t 1 0 = (cos t + sin t) / 2 ∧
    overlap (h2State t) (h2State t) = 1 := by
  have hr : (√2)⁻¹ * (√2)⁻¹ = (1 / 2 : ℝ) := by
    rw [← mul_inv, Real.mul_self_sqrt (by norm_num)]
    norm_num
  have h00 : h2State t 0 0 = (cos t - sin t) / 2 := by
    show cos t * ((√2)⁻¹ * (√2)⁻¹) - sin t * ((√2)⁻¹ * (√2)⁻¹) = _
    linear_combination (cos t - sin t) * hr
  have h11 : h2State t 1 1 = (cos t - sin t) / 2 := by
    show cos t * ((√2)⁻¹ * (√2)⁻¹) - sin t * (-(√2)⁻¹ * -(√2)⁻¹) = _
    linear_combination (cos t - sin t) * hr
  have h01 : h2State t 0 1 = (cos t + sin t) / 2 := by
    show cos t * ((√2)⁻¹ * (√2)⁻¹) - sin t * ((√2)⁻¹ * -(√2)⁻¹) = _
    linear_combination (cos t + sin t) * hr
  have h10 : h2State t 1 0 = (cos t + sin t) / 2 := by
    show cos t * ((√2)⁻¹ * (√2)⁻¹) - sin t * (-(√2)⁻¹ * (√2)⁻¹) = _
    linear_combination (cos t + sin t) * hr
  refine ⟨h00, h11, h01, h10, ?_⟩
  simp only [overlap, Fin.sum_univ_two, h00, h11, h01, h10]
  linear_combination sin_sq_add_cos_sq t

/-- For every mixing angle the state `h2State t` has fluctuation bond order `1 - sin 2t` and Wiberg
index `cos² 2t`, and the latter minus the former is `sin 2t (1 - sin 2t)`. -/
theorem h2_indices (t : ℝ) :
    fluctuationBO (h2State t) 0 1 = 1 - sin (2 * t) ∧
    wiberg (h2State t) 0 1 = cos (2 * t) ^ 2 ∧
    wiberg (h2State t) 0 1 - fluctuationBO (h2State t) 0 1
      = sin (2 * t) * (1 - sin (2 * t)) := by
  obtain ⟨h00, h11, h01, h10, hn⟩ := h2State_amplitudes t
  obtain ⟨hF, hP⟩ := twoSite_symmetric _ _ _ h00 h11 h01 h10 hn
  have h1 : fluctuationBO (h2State t) 0 1 = 1 - sin (2 * t) := by
    rw [hF, sin_two_mul]
    linear_combination sin_sq_add_cos_sq t
  have h2 : wiberg (h2State t) 0 1 = cos (2 * t) ^ 2 := by
    rw [wiberg, hP, cos_two_mul']
    ring
  refine ⟨h1, h2, ?_⟩
  rw [h1, h2]
  linear_combination sin_sq_add_cos_sq (2 * t)

/-- For any mixing angle, the fluctuation bond order of `h2State t` is at most the Wiberg index
exactly when `sin 2t ≥ 0`. -/
theorem h2_le_iff (t : ℝ) :
    fluctuationBO (h2State t) 0 1 ≤ wiberg (h2State t) 0 1 ↔ 0 ≤ sin (2 * t) := by
  rw [← sub_nonneg, (h2_indices t).2.2]
  constructor
  · intro h
    nlinarith [sq_nonneg (sin (2 * t))]
  · intro h
    exact mul_nonneg h (sub_nonneg.mpr (sin_le_one _))

/-- For `t ∈ [0, π/4]` the state `h2State t` has fluctuation bond order `1 - sin 2t` and Wiberg
index `cos² 2t`; the first never exceeds the second, with equality only at `t = 0` and `t = π/4`. -/
theorem h2_fluctuation_le_wiberg (t : ℝ) (h0 : 0 ≤ t) (h1 : t ≤ π / 4) :
    fluctuationBO (h2State t) 0 1 = 1 - sin (2 * t) ∧
    wiberg (h2State t) 0 1 = cos (2 * t) ^ 2 ∧
    fluctuationBO (h2State t) 0 1 ≤ wiberg (h2State t) 0 1 ∧
    (fluctuationBO (h2State t) 0 1 = wiberg (h2State t) 0 1 ↔ t = 0 ∨ t = π / 4) := by
  obtain ⟨hF, hW, hG⟩ := h2_indices t
  have hpi := pi_pos
  refine ⟨hF, hW, (h2_le_iff t).mpr
    (sin_nonneg_of_nonneg_of_le_pi (by linarith) (by linarith)), ?_⟩
  have hm : 2 * t ∈ Set.Icc (-(π / 2)) (π / 2) := ⟨by linarith, by linarith⟩
  constructor
  · intro h
    have hz : sin (2 * t) * (1 - sin (2 * t)) = 0 := by linarith
    -- sine is injective on `[-π/2, π/2]`
    rcases mul_eq_zero.mp hz with hs | hs
    · left
      have h2 : 2 * t = 0 :=
        injOn_sin hm ⟨by linarith, by linarith⟩ (by rw [sin_zero]; exact hs)
      linarith
    · right
      have h2 : 2 * t = π / 2 :=
        injOn_sin hm ⟨by linarith, le_rfl⟩ (by rw [sin_pi_div_two]; linarith)
      linarith
  · rintro (h | h)
    · have hs : sin (2 * t) = 0 := by rw [h, mul_zero, sin_zero]
      rw [hs] at hG
      linarith
    · have hs : sin (2 * t) = 1 := by
        rw [show 2 * t = π / 2 by linarith, sin_pi_div_two]
      rw [hs] at hG
      linarith

/-- The Wiberg index of `h2State t` exceeds its fluctuation bond order by at most `1/4`, and by
exactly `1/4` at `t = π/12`. -/
theorem h2_gap_max :
    (∀ t, wiberg (h2State t) 0 1 - fluctuationBO (h2State t) 0 1 ≤ 1 / 4) ∧
    wiberg (h2State (π / 12)) 0 1 - fluctuationBO (h2State (π / 12)) 0 1 = 1 / 4 := by
  constructor
  · intro t
    rw [(h2_indices t).2.2]
    nlinarith [sq_nonneg (sin (2 * t) - 1 / 2)]
  · rw [(h2_indices _).2.2, show 2 * (π / 12) = π / 6 by ring, sin_pi_div_six]
    norm_num

end

end FluctuationBondOrder
```

```lean
#print axioms FluctuationBondOrder.closedShell_eq
#print axioms FluctuationBondOrder.h2_fluctuation_le_wiberg
#print axioms FluctuationBondOrder.h2_gap_max
```

```
'FluctuationBondOrder.closedShell_eq' depends on axioms: [propext, Classical.choice, Quot.sound]
'FluctuationBondOrder.h2_fluctuation_le_wiberg' depends on axioms: [propext, Classical.choice, Quot.sound]
'FluctuationBondOrder.h2_gap_max' depends on axioms: [propext, Classical.choice, Quot.sound]
```

Sites form a finite type `ι`, specialised to `Fin 2` for H₂, and a state is a function `ι → ι → ℝ`. The definitions `overlap`, `excite`, `density`, `pairNumber`, `fluctuationBO` and `wiberg` are \(\langle\cdot,\cdot\rangle\), \(E_{pq}\), \(P_{pq}\), \(\langle n_An_B\rangle\), \(F\) and \(W\); `pairNumber` applies `excite B B` and then `excite A A`, so no formula for it is assumed. None of them divides by the norm. Normalisation enters as `hφ` in `closedShell_eq` and `hn` in `twoSite_symmetric`, and is proved for `h2State t`. The definitions `gerade` and `ungerade` are the vectors \(g\) and \(u\).

The main theorem `h2_fluctuation_le_wiberg` reads: for real `t` with `0 ≤ t` and `t ≤ π / 4`, \(F_{01}=1-\sin 2t\), \(W_{01}=\cos^22t\), \(F_{01}\le W_{01}\), and the two are equal if and only if \(t=0\) or \(t=\pi/4\). The theorems `h2_indices` and `h2_le_iff`, and the bound in `h2_gap_max`, hold for all real `t`.

In `density_eq` and `pairNumber_eq`, `Finset.sum_ite_eq'` performs the Kronecker sums, and `hAB` removes the terms that need one electron on both sites. `closedShell_eq` establishes \(P_{pq}=2\phi_p\phi_q\) as `hP` and finishes with polynomial algebra. In `twoSite_symmetric`, write \(N=2a^2+2b^2\); before normalisation \(F_{01}-4a^2=2N^2-2N=2N(N-1)\), which is why `linear_combination` multiplies `hn` by \(2N\). `h2State_amplitudes` reduces each entry to \((1/\sqrt2)^2=1/2\) (`hr`) and the norm to `sin_sq_add_cos_sq t`. `h2_indices` feeds these into `twoSite_symmetric` and applies `sin_two_mul` and `cos_two_mul'`. The `nlinarith` hints `sq_nonneg (sin (2 * t))` and `sq_nonneg (sin (2 * t) - 1 / 2)` are the squares \(s^2\) and \((s-\tfrac12)^2\) used above. The equality case splits \(s(1-s)=0\) with `mul_eq_zero` and applies `injOn_sin` to each factor.

## Two electrons, orthonormal sites, a free angle

The theorems concern exactly two electrons of opposite spin with real amplitudes and one orthonormal orbital per site. There is no overlap matrix, so overlap-weighted indices in a non-orthogonal basis are not covered, nor are atoms with several orbitals or electron numbers defined by regions of space. The file contains no Hamiltonian: \(t\) is a free parameter, and neither a relation between \(t\) and bond length nor the claim that a ground state lies in \([0,\pi/4]\) is derived. There is no spin operator either. `h2State_amplitudes` gives the symmetry \(\psi_{01}=\psi_{10}\) of the spatial amplitude, which for two electrons of opposite spin makes the state a singlet, but that conclusion is not formalised.

The ordering \(F\le W\) is not a general bound, since `h2_le_iff` shows it failing in the same family whenever \(\sin 2t<0\). The equality \(F=W\) is proved for one doubly occupied orbital on any finite set of sites and \(A\ne B\), not for determinants with more electrons. The remark on the factorised pair quantity is a one-line substitution into the definition of \(F\) and is not among the theorems. All statements are in exact real arithmetic and fix the values that a program should reproduce, not its rounding error.
